# For a positive definite bare interaction and negative semidefinite polarizabilities, (W(P) − W(Q))(v⁻¹ − P)(W(P) − W(Q)) is positive semidefinite and vanishes only if P = Q

The theorem `gap_term` concerns the screened interaction W(P) = (1 − vP)⁻¹v, where the bare interaction v and the polarizabilities P and Q are finite real matrices, v positive definite and P and Q negative semidefinite. It states that the product (W(P) − W(Q))(v⁻¹ − P)(W(P) − W(Q)) is positive semidefinite, and that if this product is zero then P = Q. The first part follows because W(P) − W(Q) is symmetric and v⁻¹ − P is positive definite. For the second, the attempt supposes that W(P) − W(Q) sends some vector y to a nonzero vector, and seeks a contradiction between the strict positivity of the quadratic form there and the vanishing of the product. Hence W(P) = W(Q), and uniqueness of inverses gives P = Q.

This version doesn't compile in Lean 4 with Mathlib:

```lean
import Mathlib

open Matrix

namespace GapTerm

noncomputable section

variable {n ι : Type*} [Fintype n] [DecidableEq n] [Fintype ι]

/-- The screened interaction `W(P) = (1 - v P)⁻¹ v` for bare interaction `v` and polarizability `P`;
if `1 - v P` is singular, Lean's matrix inverse is `0` and so is this value. -/
def screened (v P : Matrix n n ℝ) : Matrix n n ℝ := (1 - v * P)⁻¹ * v

/-- For positive definite `v` and negative semidefinite `P`, the matrix `v⁻¹ - P` is
positive definite. -/
theorem stiffness_posDef {v P : Matrix n n ℝ} (hv : v.PosDef) (hP : (-P).PosSemidef) :
    (v⁻¹ - P).PosDef := by
  rw [sub_eq_add_neg]
  exact hv.inv.add_posSemidef hP

/-- Dyson equation in inverse form: for positive definite `v`, the screened interaction is
the matrix inverse of `v⁻¹ - P` whenever `P` is negative semidefinite. -/
theorem screened_mul_stiffness {v P : Matrix n n ℝ} (hv : v.PosDef)
    (hP : (-P).PosSemidef) :
    screened v P = (v⁻¹ - P)⁻¹ ∧ screened v P * (v⁻¹ - P) = 1 := by
  have hdv : IsUnit v.det := hv.det_pos.ne'.isUnit
  have hdA : IsUnit (v⁻¹ - P).det := (stiffness_posDef hv hP).det_pos.ne'.isUnit
  -- factor the bare interaction out of the dielectric matrix
  have hfac : 1 - v * P = v * (v⁻¹ - P) := by
    rw [Matrix.mul_sub, Matrix.mul_nonsing_inv v hdv]
  have hW : screened v P = (v⁻¹ - P)⁻¹ := by
    rw [screened, hfac, Matrix.mul_inv_rev, Matrix.mul_assoc,
      Matrix.nonsing_inv_mul v hdv, Matrix.mul_one]
  exact ⟨hW, by rw [hW, Matrix.nonsing_inv_mul _ hdA]⟩

/-- For positive definite `v` and negative semidefinite `P`, `Q`, the matrix
`(W(P) - W(Q)) (v⁻¹ - P) (W(P) - W(Q))` is positive semidefinite, and it vanishes only
if `P = Q`. -/
theorem gap_term {v P Q : Matrix n n ℝ} (hv : v.PosDef) (hP : (-P).PosSemidef)
    (hQ : (-Q).PosSemidef) :
    ((screened v P - screened v Q) * (v⁻¹ - P) * (screened v P - screened v Q)).PosSemidef ∧
    ((screened v P - screened v Q) * (v⁻¹ - P) * (screened v P - screened v Q) = 0 →
      P = Q) := by
  have hA := stiffness_posDef hv hP
  obtain ⟨eP, iP⟩ := screened_mul_stiffness hv hP
  obtain ⟨eQ, iQ⟩ := screened_mul_stiffness hv hQ
  have hD : (screened v P - screened v Q)ᴴ = screened v P - screened v Q := by
    rw [Matrix.conjTranspose_sub, eP, eQ, hA.inv.isHermitian.eq,
      (stiffness_posDef hv hQ).inv.isHermitian.eq]
  constructor
  · have h := hA.posSemidef.conjTranspose_mul_mul_same (screened v P - screened v Q)
    rwa [hD] at h
  · intro h0
    -- a positive definite form vanishes only on the zero vector
    have hz : ∀ y, (screened v P - screened v Q) *ᵥ y = 0 := by
      intro y
      by_contra hy
      have hpos := hA.dotProduct_mulVec_pos hy
      rw [Matrix.star_mulVec, hD, ← Matrix.dotProduct_mulVec, Matrix.mulVec_mulVec,
        Matrix.mulVec_mulVec, ← Matrix.mul_assoc, h0, Matrix.zero_mulVec,
        dotProduct_zero] at hpos
      exact lt_irrefl _ hpos
    have hD0 : screened v P - screened v Q = 0 := by
      ext i j
      have h := congrFun (hz (Pi.single j 1)) i
      simpa using h
    rw [← sub_eq_zero.mp hD0] at iQ
    exact sub_right_inj.mp (left_inv_eq_right_inv (mul_eq_one_comm.mp iP) iQ)

end

end GapTerm
```

The compiler's answer:

```
Main.lean:61:30: error: Tactic `rewrite` failed: Did not find an occurrence of the pattern
  ?L * (?M * ?N)
in the target expression
  0 < star y ⬝ᵥ ((screened v P - screened v Q) * (v⁻¹ - P) * (screened v P - screened v Q)) *ᵥ y

n : Type u_1
inst✝¹ : Fintype n
inst✝ : DecidableEq n
v P Q : Matrix n n ℝ
hv : v.PosDef
hP : (-P).PosSemidef
hQ : (-Q).PosSemidef
hA : (v⁻¹ - P).PosDef
eP : screened v P = (v⁻¹ - P)⁻¹
iP : screened v P * (v⁻¹ - P) = 1
eQ : screened v Q = (v⁻¹ - Q)⁻¹
iQ : screened v Q * (v⁻¹ - Q) = 1
hD : (screened v P - screened v Q)ᴴ = screened v P - screened v Q
h0 : (screened v P - screened v Q) * (v⁻¹ - P) * (screened v P - screened v Q) = 0
y : n → ℝ
hy : ¬(screened v P - screened v Q) *ᵥ y = 0
hpos : 0 < star y ⬝ᵥ ((screened v P - screened v Q) * (v⁻¹ - P) * (screened v P - screened v Q)) *ᵥ y
⊢ False
```

What went wrong. The error is a failed rewrite with `← Matrix.mul_assoc`, which looks for a product bracketed to the right, `?L * (?M * ?N)`, in order to bracket it to the left. There is none in `hpos` at that point. Write D for `screened v P - screened v Q` and A for `v⁻¹ - P`. Before the two uses of `Matrix.mulVec_mulVec`, the matrices act on `y` one after another, as D *ᵥ (A *ᵥ (D *ᵥ y)). The first use merges the outer two into D * A, and the second merges that with the last D, giving (D * A) * D, which is already bracketed to the left.

This is also the form of the left-hand side of `h0`, so no reassociation is needed. The repair deletes `← Matrix.mul_assoc`; `h0` then replaces the product by zero, and `Matrix.zero_mulVec` and `dotProduct_zero` reduce `hpos` to `0 < 0`, which `lt_irrefl` refutes.

The mended proof, as a diff:

```diff
@@ -59,5 +59,5 @@
       have hpos := hA.dotProduct_mulVec_pos hy
       rw [Matrix.star_mulVec, hD, ← Matrix.dotProduct_mulVec, Matrix.mulVec_mulVec,
-        Matrix.mulVec_mulVec, ← Matrix.mul_assoc, h0, Matrix.zero_mulVec,
+        Matrix.mulVec_mulVec, h0, Matrix.zero_mulVec,
         dotProduct_zero] at hpos
       exact lt_irrefl _ hpos
```
